# An operator has zero matrix element between two orbital products if their orbitals are orthogonal in a coordinate it does not act on

The declaration `product_element_eq_zero` concerns two products of complex orbitals, with one orbital for each of finitely many coordinates, and every coordinate runs over the same finite set of points. An operator with an arbitrary kernel `K` acts only on the coordinates in `T`. If the two orbitals of some coordinate `j` outside `T` have zero overlap, the matrix element of the operator between the products is zero. The products are not antisymmetrised, and the orbitals need not be normalised. The attempt sums over coordinate `j` with the others held fixed, and takes out the overlap of the two orbitals as a factor.

The failing Lean file:

```lean
import Mathlib

open ComplexConjugate

namespace TripleExcitations

noncomputable section

variable {ι X : Type*} [Fintype ι] [DecidableEq ι] [Fintype X]

/-- The overlap of two orbitals on a finite set of points. -/
def overlap (f g : X → ℂ) : ℂ := ∑ x, conj (f x) * g x

/-- The configuration `x` with the coordinates in `T` replaced by `y`. -/
def glue (T : Finset ι) (y : T → X) (x : ι → X) : ι → X :=
  fun i => if h : i ∈ T then y ⟨i, h⟩ else x i

/-- The operator with kernel `K` that acts on the coordinates in `T` only. -/
def clusterOp (T : Finset ι) (K : (T → X) → (T → X) → ℂ)
    (Ψ : (ι → X) → ℂ) (x : ι → X) : ℂ :=
  ∑ y : T → X, K (fun i => x i) y * Ψ (glue T y x)

/-- A sum over all configurations vanishes if the sum over one coordinate vanishes
whatever the other coordinates are. -/
theorem sum_eq_zero_of_coordinate (j : ι) (F : (ι → X) → ℂ)
    (h : ∀ x, ∑ y, F (Function.update x j y) = 0) : ∑ x, F x = 0 := by
  rw [← Equiv.sum_comp (Equiv.funSplitAt j X).symm F, Fintype.sum_prod_type_right]
  refine Finset.sum_eq_zero fun r _ => ?_
  rcases isEmpty_or_nonempty X with hX | ⟨⟨y0⟩⟩
  · simp
  · refine Eq.trans (Finset.sum_congr rfl fun y _ => ?_)
      (h ((Equiv.funSplitAt j X).symm (y0, r)))
    refine congrArg F (funext fun i => ?_)
    by_cases hi : i = j
    · subst hi
      simp
    · simp [hi]

omit [Fintype ι] [Fintype X] in
private lemma glue_update {T : Finset ι} {j : ι} (hj : j ∉ T) (y : T → X) (x : ι → X)
    (z : X) : glue T y (Function.update x j z) = Function.update (glue T y x) j z := by
  funext i
  by_cases hi : i = j
  · subst hi
    simp [glue, hj]
  · simp [glue, hi]

omit [Fintype X] in
private lemma prod_update (p : ι → X → ℂ) (x : ι → X) (j : ι) (z : X) :
    ∏ i, p i (Function.update x j z i) =
      p j z * ∏ i ∈ Finset.univ.erase j, p i (x i) := by
  rw [← Finset.mul_prod_erase Finset.univ _ (Finset.mem_univ j), Function.update_self]
  congr 1
  refine Finset.prod_congr rfl fun i hi => ?_
  rw [Function.update_of_ne (Finset.ne_of_mem_erase hi)]

/-- Between two products of orbitals, an operator on the coordinates in `T` has zero matrix
element if the two orbitals of some coordinate outside `T` are orthogonal. -/
theorem product_element_eq_zero (p q : ι → X → ℂ) (T : Finset ι)
    (K : (T → X) → (T → X) → ℂ) (j : ι) (hj : j ∉ T) (ho : overlap (p j) (q j) = 0) :
    ∑ x : ι → X, conj (∏ i, p i (x i)) *
      clusterOp T K (fun x => ∏ i, q i (x i)) x = 0 := by
  apply sum_eq_zero_of_coordinate j
  intro x
  have hK : ∀ (z : X) (i : T), Function.update x j z (i : ι) = x i := fun z i =>
    Function.update_of_ne (fun h => hj (h ▸ i.2)) _ _
  -- the spectator coordinate `j` contributes its overlap as a factor
  have hz : ∀ z : X, conj (∏ i, p i (Function.update x j z i)) *
      clusterOp T K (fun x => ∏ i, q i (x i)) (Function.update x j z) =
      (conj (p j z) * q j z) * (conj (∏ i ∈ Finset.univ.erase j, p i (x i)) *
        ∑ y : T → X, K (fun i => x i) y *
          ∏ i ∈ Finset.univ.erase j, q i (glue T y x i)) := by
    intro z
    simp only [clusterOp, hK, glue_update hj, prod_update p, prod_update q, map_mul,
      Finset.mul_sum]
    refine Finset.sum_congr rfl fun y _ => ?_
    ring
  rw [Finset.sum_congr rfl fun z _ => hz z, ← Finset.sum_mul]
  exact mul_eq_zero_of_left ho _

end

end TripleExcitations
```

Messages:

```
Main.lean:66:40: error: invalid `▸` notation, expected result type of cast is 
  j ∈ T
however, the equality 
  h
of type 
  ?m.66 = ?m.67
does not contain the expected result type on either the left or the right hand side
```

The error is in the proof of `hK`, which says that changing coordinate `j` leaves the coordinates in `T` as they were. For this, `Function.update_of_ne` needs a proof that `i` and `j` differ. The attempt assumes they are equal, as `h`, and uses `h ▸ i.2` to turn "`i` is in `T`" into `j ∈ T`, which contradicts `hj`.

When Lean reaches the `▸`, however, it does not yet know which two coordinates `h` equates. The message gives its type as `?m.66 = ?m.67`, with both sides still open. Lean therefore can't find `j ∈ T` by means of `h`, and rejects the cast.

The repair first states the inequality by itself, as `hne : (i : ι) ≠ j`. Now `h` has the definite type `(i : ι) = j`, so `rw [← h]` turns the goal `j ∈ T` into `(i : ι) ∈ T`, which is `i.2`. `Function.update_of_ne` then receives the finished `hne`. The argument is the same as before, and the reworded comment is mere tidying.

The change, after which it compiles:

```diff
@@ -63,7 +63,13 @@
   apply sum_eq_zero_of_coordinate j
   intro x
-  have hK : ∀ (z : X) (i : T), Function.update x j z (i : ι) = x i := fun z i =>
-    Function.update_of_ne (fun h => hj (h ▸ i.2)) _ _
-  -- the spectator coordinate `j` contributes its overlap as a factor
+  have hK : ∀ (z : X) (i : T), Function.update x j z (i : ι) = x i := by
+    intro z i
+    have hne : (i : ι) ≠ j := by
+      intro h
+      apply hj
+      rw [← h]
+      exact i.2
+    exact Function.update_of_ne hne _ _
+  -- the summand is a factor from coordinate `j` times a rest that does not depend on `z`
   have hz : ∀ z : X, conj (∏ i, p i (Function.update x j z i)) *
       clusterOp T K (fun x => ∏ i, q i (x i)) (Function.update x j z) =
```
